# The most occupied natural orbital need not give the lowest closed-shell energy: a two-electron example

Take two electrons in a singlet and two orthonormal real orbitals, $g$ and $u$. Let $x, y, z$ be real amplitudes on the orthonormal states $gg$, $(gu+ug)/\sqrt2$ and $uu$, and let the energy of a normalized state be $(x+y+2z)^2+y^2$ in some unit. The ground state seems to be proportional to $(2,0,-1)$, so its natural orbitals are $g$ and $u$, with $g$ the more occupied. Yet I believe that putting both electrons into a slightly rotated orbital $\cos a\,g+\sin a\,u$ gives a lower energy than putting both into $g$. Is that right, and can it be made rigorous and machine-checked in Lean 4 with Mathlib?

## A rotated pair with energy 52/81

Yes. The state $gg$ has amplitudes $(1,0,0)$ and energy $1$. Now put both electrons into the orbital with $\cos a=2\sqrt2/3$ and $\sin a=-1/3$. Expanding the product of this orbital with itself gives the amplitudes

$$(\cos^2 a,\ \sqrt2\cos a\sin a,\ \sin^2 a)=\left(\tfrac89,\,-\tfrac49,\,\tfrac19\right),$$

which are normalized, and the energy is $(6/9)^2+(4/9)^2=52/81<1$.

**The ground state.** The energy is a sum of squares, so it is never negative. It vanishes exactly when $y=0$ and $x=-2z$, that is, on the multiples of $(2,0,-1)$. The normalized ground state is therefore $(2,0,-1)/\sqrt5$ up to sign, with energy $0$.

**Its natural orbitals.** Write the spatial wavefunction as $\sum_{ij}C_{ij}\,\varphi_i(1)\varphi_j(2)$ with $\varphi_0=g$, $\varphi_1=u$. Integrating out one electron and counting both gives the spin-summed density matrix $2CC^{T}$. Here $C=\mathrm{diag}(2,-1)/\sqrt5$, so

$$2CC^{T}=\mathrm{diag}\left(\tfrac85,\tfrac25\right).$$

The natural orbitals are $g$ and $u$, and $g$ dominates.

**The slope of the pair energy.** Let $H$ be any real symmetric $3\times3$ Hamiltonian, with indices $0,1,2$ for the three basis states. With $c=\cos a$ and $s=\sin a$, the energy of the doubly occupied rotated orbital is

$$E(a)=H_{00}c^4+2\sqrt2H_{01}c^3s+2(H_{11}+H_{02})c^2s^2+2\sqrt2H_{12}cs^3+H_{22}s^4.$$

At $a=0$ we have $c=1$, $s=0$, $c'=0$ and $s'=1$. Only the second term contributes to the derivative, so $E'(0)=2\sqrt2\,H_{01}$. If $H_{01}\neq0$, then $a=0$ cannot be a minimum, and some angle gives an energy below that of $gg$. In the example $H_{01}=1$, so the slope is positive and a small negative angle lowers the energy.

The two facts are compatible because the ground state contains $uu$ as well. Its coupling to $(gu+ug)/\sqrt2$ is proportional to $2H_{10}-H_{12}=2-2=0$: the contributions of $gg$ and $uu$ cancel. With $gg$ alone, nothing cancels $H_{01}$.

Here is the complete file.

```lean
import Mathlib

open Matrix

namespace NaturalOrbitalEnergy

noncomputable section

/-- The energy form of a Hamiltonian `H` for real singlet amplitudes `ψ` in the orthonormal
basis gg, (gu+ug)/√2, uu; it is the expectation value when `ψ` is normalized. -/
def energy (H : Matrix (Fin 3) (Fin 3) ℝ) (ψ : Fin 3 → ℝ) : ℝ := ψ ⬝ᵥ (H *ᵥ ψ)

/-- A nonzero state is a ground state if no state has a lower Rayleigh quotient
(written with the norms multiplied out). -/
def IsGroundState (H : Matrix (Fin 3) (Fin 3) ℝ) (ψ : Fin 3 → ℝ) : Prop :=
  ψ ≠ 0 ∧ ∀ φ : Fin 3 → ℝ, energy H ψ * (φ ⬝ᵥ φ) ≤ energy H φ * (ψ ⬝ᵥ ψ)

/-- The amplitudes of a singlet state on the orbital products gg, gu, ug, uu,
arranged as a 2×2 matrix. -/
def amp (ψ : Fin 3 → ℝ) : Matrix (Fin 2) (Fin 2) ℝ :=
  !![ψ 0, ψ 1 / √2; ψ 1 / √2, ψ 2]

/-- The spin-summed one-particle density matrix of a normalized singlet state
in the orbitals g, u. -/
def density (ψ : Fin 3 → ℝ) : Matrix (Fin 2) (Fin 2) ℝ :=
  (2 : ℝ) • (amp ψ * (amp ψ)ᵀ)

/-- The singlet state in which the orbital cos(a) g + sin(a) u is doubly occupied. -/
def pair (a : ℝ) : Fin 3 → ℝ :=
  ![Real.cos a ^ 2, √2 * Real.cos a * Real.sin a, Real.sin a ^ 2]

/-- The Hamiltonian matrix of the example. -/
def modelH : Matrix (Fin 3) (Fin 3) ℝ := !![1, 1, 2; 1, 2, 2; 2, 2, 4]

/-- The amplitude matrix of a doubly occupied orbital is the product of the orbital
cos(a) g + sin(a) u with itself. -/
theorem amp_pair (a : ℝ) :
    amp (pair a) =
      vecMulVec ![Real.cos a, Real.sin a] ![Real.cos a, Real.sin a] := by
  have h : √2 * Real.cos a * Real.sin a / √2 = Real.cos a * Real.sin a := by
    field_simp
  simp only [amp, pair, Matrix.cons_val, h]
  ext i j
  fin_cases i <;> fin_cases j <;> simp [vecMulVec_apply] <;> ring

/-- The energy form of the example is (x+y+2z)² + y² for amplitudes x, y, z. -/
theorem energy_modelH (ψ : Fin 3 → ℝ) :
    energy modelH ψ = (ψ 0 + ψ 1 + 2 * ψ 2) ^ 2 + ψ 1 ^ 2 := by
  simp [energy, modelH, dotProduct, Matrix.mulVec, Fin.sum_univ_three]
  ring

/-- The ground states of the example are exactly the nonzero multiples of (2, 0, -1). -/
theorem isGroundState_modelH_iff (ψ : Fin 3 → ℝ) :
    IsGroundState modelH ψ ↔ ∃ c : ℝ, c ≠ 0 ∧ ψ = c • ![2, 0, -1] := by
  constructor
  · intro h
    -- comparison with (2, 0, -1) forces both squares to vanish
    have h1 := h.2 ![2, 0, -1]
    rw [energy_modelH, energy_modelH] at h1
    simp only [dotProduct, Fin.sum_univ_three, Matrix.cons_val] at h1
    have hE : (ψ 0 + ψ 1 + 2 * ψ 2) ^ 2 + ψ 1 ^ 2 ≤ 0 := by linarith
    have hy : ψ 1 = 0 := by
      have : ψ 1 ^ 2 = 0 :=
        le_antisymm (by linarith [sq_nonneg (ψ 0 + ψ 1 + 2 * ψ 2)]) (sq_nonneg _)
      exact pow_eq_zero_iff (two_ne_zero) |>.mp this
    have hx : ψ 0 + ψ 1 + 2 * ψ 2 = 0 := by
      have : (ψ 0 + ψ 1 + 2 * ψ 2) ^ 2 = 0 :=
        le_antisymm (by linarith [sq_nonneg (ψ 1)]) (sq_nonneg _)
      exact pow_eq_zero_iff (two_ne_zero) |>.mp this
    have hψ : ψ = (-ψ 2) • ![2, 0, -1] := by
      ext i
      fin_cases i <;> simp <;> linarith
    refine ⟨-ψ 2, fun h0 => h.1 ?_, hψ⟩
    rw [hψ, h0, zero_smul]
  · rintro ⟨c, hc, rfl⟩
    refine ⟨smul_ne_zero hc ?_, fun φ => ?_⟩
    · intro h
      have h0 := congrFun h 0
      simp at h0
    · have h0 : energy modelH (c • ![2, 0, -1]) = 0 := by
        rw [energy_modelH]
        simp only [Pi.smul_apply, smul_eq_mul, Matrix.cons_val]
        ring
      rw [h0, zero_mul]
      refine mul_nonneg ?_ (Finset.sum_nonneg fun i _ => mul_self_nonneg _)
      rw [energy_modelH]
      positivity

/-- Every normalized ground state of the example has a density matrix diagonal in g, u,
with occupation 8/5 of g and 2/5 of u. -/
theorem density_groundState (ψ : Fin 3 → ℝ) (h : IsGroundState modelH ψ)
    (hn : ψ ⬝ᵥ ψ = 1) : density ψ = !![8 / 5, 0; 0, 2 / 5] := by
  obtain ⟨c, -, rfl⟩ := (isGroundState_modelH_iff ψ).mp h
  have hc : c ^ 2 = 1 / 5 := by
    simp only [dotProduct, Fin.sum_univ_three, Pi.smul_apply, smul_eq_mul,
      Matrix.cons_val] at hn
    linear_combination hn / 5
  -- the amplitude matrix is already diagonal in g, u
  have hA : amp (c • ![2, 0, -1]) = !![c * 2, 0; 0, -c] := by simp [amp]
  have hT : (!![c * 2, 0; 0, -c])ᵀ = !![c * 2, 0; 0, -c] := by
    ext i j
    fin_cases i <;> fin_cases j <;> rfl
  rw [density, hA, hT, Matrix.mul_fin_two]
  ext i j
  fin_cases i <;> fin_cases j <;> simp <;> nlinarith [hc]

/-- For any real symmetric Hamiltonian, rotating the doubly occupied orbital g towards u
changes the energy at the initial rate 2√2 times the coupling of gg to (gu+ug)/√2. -/
theorem hasDerivAt_energy_pair (H : Matrix (Fin 3) (Fin 3) ℝ) (hH : H.IsSymm) :
    HasDerivAt (fun a => energy H (pair a)) (2 * √2 * H 0 1) 0 := by
  have h2 : √2 ^ 2 = (2 : ℝ) := Real.sq_sqrt (by norm_num)
  -- the energy as a quartic form in cos a and sin a
  have hf : (fun a => energy H (pair a)) = fun a =>
      H 0 0 * Real.cos a ^ 4 + 2 * √2 * H 0 1 * (Real.cos a ^ 3 * Real.sin a)
        + (2 * H 1 1 + 2 * H 0 2) * (Real.cos a ^ 2 * Real.sin a ^ 2)
        + 2 * √2 * H 1 2 * (Real.cos a * Real.sin a ^ 3)
        + H 2 2 * Real.sin a ^ 4 := by
    funext a
    simp only [energy, pair, dotProduct, Matrix.mulVec, Fin.sum_univ_three,
      Matrix.cons_val]
    rw [hH.apply 0 1, hH.apply 0 2, hH.apply 1 2]
    linear_combination (H 1 1 * Real.cos a ^ 2 * Real.sin a ^ 2) * h2
  have hc : HasDerivAt Real.cos 0 0 := by simpa using Real.hasDerivAt_cos 0
  have hs : HasDerivAt Real.sin 1 0 := by simpa using Real.hasDerivAt_sin 0
  rw [hf]
  exact ((((((hc.fun_pow 4).const_mul (H 0 0)).fun_add
    (((hc.fun_pow 3).fun_mul hs).const_mul (2 * √2 * H 0 1))).fun_add
    (((hc.fun_pow 2).fun_mul (hs.fun_pow 2)).const_mul (2 * H 1 1 + 2 * H 0 2))).fun_add
    ((hc.fun_mul (hs.fun_pow 3)).const_mul (2 * √2 * H 1 2))).fun_add
    ((hs.fun_pow 4).const_mul (H 2 2))).congr_deriv (by simp)

/-- If a real symmetric Hamiltonian couples gg to (gu+ug)/√2, then some orbital
cos(a) g + sin(a) u, doubly occupied, has energy below that of gg. -/
theorem exists_lower_pair (H : Matrix (Fin 3) (Fin 3) ℝ) (hH : H.IsSymm)
    (hne : H 0 1 ≠ 0) : ∃ a : ℝ, energy H (pair a) < energy H ![1, 0, 0] := by
  by_contra! h
  have h0 : pair 0 = ![1, 0, 0] := by simp [pair]
  -- otherwise a = 0 would be a minimum, with vanishing slope
  have hmin : IsLocalMin (fun a => energy H (pair a)) 0 :=
    Filter.Eventually.of_forall fun a => by
      show energy H (pair 0) ≤ energy H (pair a)
      rw [h0]
      exact h a
  exact mul_ne_zero (by positivity) hne
    (hmin.hasDerivAt_eq_zero (hasDerivAt_energy_pair H hH))

/-- In the example the ground state is (2, 0, -1) up to scale and its natural orbitals g, u
have occupations 8/5 and 2/5, yet some real orbital cos(a) g + sin(a) u, doubly occupied,
has energy below that of gg. -/
theorem dominant_natural_orbital_not_optimal :
    (∀ ψ, IsGroundState modelH ψ ↔ ∃ c : ℝ, c ≠ 0 ∧ ψ = c • ![2, 0, -1]) ∧
    (∀ ψ, IsGroundState modelH ψ → ψ ⬝ᵥ ψ = 1 →
      density ψ = !![8 / 5, 0; 0, 2 / 5]) ∧
    ∃ a : ℝ, energy modelH (pair a) < energy modelH ![1, 0, 0] := by
  refine ⟨isGroundState_modelH_iff, density_groundState, exists_lower_pair modelH ?_ ?_⟩
  · exact Matrix.IsSymm.ext fun i j => by
      fin_cases i <;> fin_cases j <;> simp [modelH]
  · simp [modelH]

end

end NaturalOrbitalEnergy
```

```lean
#print axioms NaturalOrbitalEnergy.amp_pair
#print axioms NaturalOrbitalEnergy.dominant_natural_orbital_not_optimal
```

```
'NaturalOrbitalEnergy.amp_pair' depends on axioms: [propext, Classical.choice, Quot.sound]
'NaturalOrbitalEnergy.dominant_natural_orbital_not_optimal' depends on axioms: [propext, Classical.choice, Quot.sound]
```

## What the Lean statement says about the electrons

A state is a function `ψ : Fin 3 → ℝ`, so `ψ 0`, `ψ 1`, `ψ 2` are $x,y,z$. The function `energy` is the quadratic form $\psi^{T}H\psi$, which is the expectation value when $\psi$ is normalized. `IsGroundState` says that $\psi$ is nonzero and that no real state has a lower Rayleigh quotient, with the norms multiplied out. Only singlets are compared, so "ground state" means the lowest singlet here; the triplet of the same two orbitals is left out. `amp` is the matrix $C$, `density` is $2CC^{T}$, and `pair a` is the doubly occupied rotated orbital.

The final theorem, `dominant_natural_orbital_not_optimal`, joins three statements about `modelH`:

- The ground states are exactly the nonzero multiples of $(2,0,-1)$.
- Every normalized ground state has density matrix $\mathrm{diag}(8/5,2/5)$.
- Some real angle gives a pair energy below that of $gg$. The theorem names no angle; the value $52/81$ comes from the arithmetic above.

The matrix `modelH` is chosen, not computed from Coulomb integrals. Its entry $H_{01}=1$ stands for a coupling between the closed-shell state and the single excitation. If $g$ and $u$ had opposite inversion parity and $H$ respected inversion, this entry would vanish, so here the letters are only labels.

For electronic structure, the example shows within a two-electron, two-orbital real model that the most occupied natural orbital of the exact lowest singlet can differ from the orbital that minimizes the restricted closed-shell energy.

## From the sum of squares to the lower pair

`amp_pair` checks that the amplitude matrix of `pair a` is the product of the orbital with itself, which confirms that `pair` describes double occupation. `energy_modelH` expands the matrix expression into the two squares.

In `isGroundState_modelH_iff`, the forward direction compares $\psi$ with $(2,0,-1)$. That state has energy zero and squared norm $5$, so the energy of $\psi$ is at most zero. Both squares then vanish, and $\psi=-z\,(2,0,-1)$. Conversely, a nonzero multiple has energy zero, while every other energy is nonnegative.

`density_groundState` writes the state as $c\,(2,0,-1)$, where $c$ is now the scale factor. Normalization gives $c^2=1/5$, and multiplying out the diagonal amplitude matrix gives the two occupations.

`hasDerivAt_energy_pair` first rewrites the energy as the quartic above (`hf`), using the symmetry of $H$ and $(\sqrt2)^2=2$. It then applies the product and power rules term by term and evaluates at zero.

`exists_lower_pair` argues by contradiction. If no angle gave a lower energy, $a=0$ would be a minimum and the slope there would be zero, which contradicts $H_{01}\neq0$. The final theorem checks that `modelH` is symmetric with a nonzero entry $H_{01}$, and combines the results.
